# Magnitudes of quantum-oscillation spin factors fix $g$ only up to sign and multiples of $2/m$

## Can a second harmonic settle the g-factor?

At a known effective mass $m$, in units of the free-electron mass, the g-factors $g$ and $g+2/m$ give the same amplitude of the fundamental in quantum oscillations, so one amplitude cannot fix $g$. I had hoped that the harmonics would decide between the candidates, since each contains a different cosine. Do they? And if I sit at a spin zero, where the fundamental vanishes and the second harmonic is all I see, does its strength tell me which zero it is?

## The magnitudes never decide, and the signs only double the period

No, on both counts. If two g-factors give the same magnitude of the fundamental spin factor, they give the same magnitude in every harmonic. At a spin zero all odd harmonics vanish and the even ones have spin factor $\pm1$, whichever zero it is. Even with all signs known, $g$ and $\pm g+4n/m$ are indistinguishable for every integer $n$. All this holds for the standard cosine spin factor at one fixed mass.

### From two spin ladders to the ambiguity of $g$

In a field, the Landau levels of the two spins are displaced by the Zeeman energy. Measured in Landau-level spacings, the displacement is $S=gm/2$. (Here $S$ is the spin splitting, not an action or an orbit area.) In harmonic $p$ the two spins therefore oscillate with phases $\varphi\pm\pi pS$, where $\varphi$ is their common phase, and their average is

$$\tfrac12\left[\cos(\varphi+\pi pS)+\cos(\varphi-\pi pS)\right]=R_p\cos\varphi,\qquad R_p=\cos(\pi pS).$$

**Spin zeros.** $R_1=\cos\pi S$ vanishes exactly when $S=n+\tfrac12$ with $n$ an integer. Adding the expansions of $\cos((p+1)\pi S\pm\pi S)$ gives

$$R_{p+2}=2R_1R_{p+1}-R_p.$$

With $R_1=0$ this is $R_{p+2}=-R_p$. Starting from $R_1=0$, every odd factor vanishes; starting from $R_0=1$, we get $R_{2k}=(-1)^k$. The integer $n$ has disappeared, so the second harmonic cannot reveal it.

**Equal magnitudes.** Let $S'$ be a second splitting. Since $\cos^2\pi S=\tfrac12(1+\cos2\pi S)$, the magnitudes $|\cos\pi S|$ and $|\cos\pi S'|$ agree exactly when $\cos2\pi S=\cos2\pi S'$. This means $2\pi S'=2\pi k\pm2\pi S$ for some integer $k$, so either $S-S'=-k$ or $S+S'=k$. The difference or the sum is an integer.

**All harmonics.** In either case $S=\pm S'+n$ for an integer $n$. The cosine is even, and the shift by $n$ adds $\pi pn$ to its argument, so

$$R_p(S)=(-1)^{pn}R_p(S').$$

The magnitudes agree for every $p$.

**Back to $g$.** Put $S=gm/2$ and $S'=g'm/2$. For $m\neq0$, equal magnitudes mean $g'=\pm g+2n/m$. If the signs must agree too, the fundamental alone requires $\pi S'=2\pi n\pm\pi S$, hence $g'=\pm g+4n/m$. Conversely, multiplying this phase relation by $p$ gives $\pi pS'=2\pi pn\pm\pi pS$, so all the other harmonics agree as well.

For example, take $m=1$ and $g=2/3$, so that $S=1/3$ and $(R_1,R_2,R_3)=(\tfrac12,-\tfrac12,-1)$. With $g'=8/3$ the factors are $(-\tfrac12,-\tfrac12,1)$: the same magnitudes, with two signs changed. With $g'=14/3$ even the signs return.

### What the Lean statements say about $S$, $m$ and $g$

`spinSplitting g m` is $gm/2$, and `spinFactor S p` is $R_p$ for a real splitting and a natural number $p$. The index includes $p=0$, where the factor is always 1; this starts the induction but is no measured harmonic.

- `spin_zero_iff` says that the fundamental vanishes exactly at half-integer $S$, and `harmonics_at_spin_zero` gives the odd and even pattern there.
- `abs_fundamental_eq_iff` is the integer condition on $S-S'$ or $S+S'$, and `abs_harmonics_eq` extends equal magnitudes from the fundamental to every $p$.
- `g_ambiguity_of_amplitude` and `g_ambiguity_of_all_harmonics` state the two ambiguities of $g$, for magnitudes and for signed factors. Both are equivalences, so they list every g-factor that fits.

The g-factors may be any real numbers, and the mass any nonzero real number, the same for $g$ and $g'$. The cosine enters as a definition. The step left to physics is that a measured harmonic really is $R_p$ times a factor independent of $g$, which includes thermal and disorder damping. Within that model, a g-factor from a band-structure calculation that reproduces the measured magnitudes at one mass is confirmed only up to these shifts and the sign.

The condition $m\neq0$ matters in both statements about $g$. At $m=0$ every spin factor is 1, so $g=0$ and $g'=1$ agree in all harmonics. Lean sets division by zero to zero, so the right-hand sides would then demand $g'=\pm g$, which is false for this pair.

```lean
import Mathlib

open Real

namespace SpinSplitOscillations

noncomputable section

/-- The spin splitting `S = g m / 2`: the Zeeman splitting in units of the Landau-level spacing,
for g-factor `g` and effective mass `m` in units of the free-electron mass. -/
def spinSplitting (g m : ℝ) : ℝ := g * m / 2

/-- The spin factor `R_p = cos (π p S)` of harmonic `p` of the quantum oscillations. -/
def spinFactor (S : ℝ) (p : ℕ) : ℝ := Real.cos (π * p * S)

/-- Successive harmonics are linked by `R_(p+2) = 2 R_1 R_(p+1) - R_p`. -/
theorem spinFactor_recurrence (S : ℝ) (p : ℕ) :
    spinFactor S (p + 2) = 2 * spinFactor S 1 * spinFactor S (p + 1) - spinFactor S p := by
  unfold spinFactor
  have h1 : π * ((p + 2 : ℕ) : ℝ) * S
      = π * ((p + 1 : ℕ) : ℝ) * S + π * ((1 : ℕ) : ℝ) * S := by
    push_cast; ring
  have h2 : π * (p : ℝ) * S
      = π * ((p + 1 : ℕ) : ℝ) * S - π * ((1 : ℕ) : ℝ) * S := by
    push_cast; ring
  rw [h1, h2, Real.cos_add, Real.cos_sub]
  ring

/-- The fundamental vanishes (a spin zero) exactly when the spin splitting is a half-integer. -/
theorem spin_zero_iff (S : ℝ) :
    spinFactor S 1 = 0 ↔ ∃ n : ℤ, S = n + 1 / 2 := by
  simp only [spinFactor, Nat.cast_one, Real.cos_eq_zero_iff]
  constructor
  · rintro ⟨k, h⟩
    refine ⟨k, mul_left_cancel₀ Real.pi_ne_zero ?_⟩
    linear_combination h
  · rintro ⟨n, h⟩
    refine ⟨n, ?_⟩
    linear_combination π * h

/-- At a spin zero of the fundamental every odd harmonic vanishes, and the even harmonics
have full spin factor with alternating sign, `R_(2k) = (-1)^k`. -/
theorem harmonics_at_spin_zero (S : ℝ) (h : spinFactor S 1 = 0) (k : ℕ) :
    spinFactor S (2 * k + 1) = 0 ∧ spinFactor S (2 * k) = (-1) ^ k := by
  -- with `R_1 = 0` the recurrence only flips the sign
  have step : ∀ p, spinFactor S (p + 2) = -spinFactor S p := by
    intro p
    rw [spinFactor_recurrence, h]
    ring
  induction k with
  | zero => exact ⟨h, by simp [spinFactor]⟩
  | succ k ih =>
    constructor
    · rw [show 2 * (k + 1) + 1 = (2 * k + 1) + 2 by ring, step, ih.1, neg_zero]
    · rw [show 2 * (k + 1) = 2 * k + 2 by ring, step, ih.2, pow_succ]
      ring

/-- Two spin splittings give the same magnitude of the fundamental spin factor exactly when
their difference or their sum is an integer. -/
theorem abs_fundamental_eq_iff (S S' : ℝ) :
    |spinFactor S 1| = |spinFactor S' 1| ↔
      (∃ n : ℤ, S - S' = n) ∨ (∃ n : ℤ, S + S' = n) := by
  -- equal magnitudes of `cos πS` mean equal values of `cos 2πS`
  have key : |spinFactor S 1| = |spinFactor S' 1| ↔
      Real.cos (2 * (π * S)) = Real.cos (2 * (π * S')) := by
    rw [← sq_eq_sq_iff_abs_eq_abs, Real.cos_two_mul, Real.cos_two_mul]
    simp only [spinFactor, Nat.cast_one, mul_one]
    constructor <;> intro h <;> linarith
  rw [key, Real.cos_eq_cos_iff]
  constructor
  · rintro ⟨k, h | h⟩
    · refine Or.inl ⟨-k, mul_left_cancel₀ Real.pi_ne_zero ?_⟩
      push_cast
      linear_combination (-1 / 2) * h
    · refine Or.inr ⟨k, mul_left_cancel₀ Real.pi_ne_zero ?_⟩
      linear_combination (1 / 2) * h
  · rintro (⟨n, h⟩ | ⟨n, h⟩)
    · refine ⟨-n, Or.inl ?_⟩
      push_cast
      linear_combination (-2 * π) * h
    · refine ⟨n, Or.inr ?_⟩
      linear_combination (2 * π) * h

/-- Shifting the spin splitting by an integer `n` multiplies `R_p` by the sign `(-1)^(p n)`. -/
theorem spinFactor_add_int (S : ℝ) (n : ℤ) (p : ℕ) :
    spinFactor (S + n) p = (-1) ^ ((p : ℤ) * n) * spinFactor S p := by
  unfold spinFactor
  have h : π * (p : ℝ) * (S + n) = π * p * S + (((p : ℤ) * n : ℤ) : ℝ) * π := by
    push_cast; ring
  rw [h, Real.cos_add_int_mul_pi]

/-- If two spin splittings give the same magnitude of the fundamental spin factor, they give
the same magnitude for every harmonic. -/
theorem abs_harmonics_eq (S S' : ℝ) (h : |spinFactor S 1| = |spinFactor S' 1|) (p : ℕ) :
    |spinFactor S p| = |spinFactor S' p| := by
  rcases (abs_fundamental_eq_iff S S').1 h with ⟨n, hn⟩ | ⟨n, hn⟩
  · have hS : S = S' + n := by linarith
    rw [hS, spinFactor_add_int, abs_mul, abs_zpow, abs_neg, abs_one, one_zpow, one_mul]
  · -- reversing the sign of the splitting leaves the cosine unchanged
    have hS : S = -S' + n := by linarith
    have hneg : spinFactor (-S') p = spinFactor S' p := by
      unfold spinFactor
      rw [mul_neg, Real.cos_neg]
    rw [hS, spinFactor_add_int, abs_mul, abs_zpow, abs_neg, abs_one, one_zpow, one_mul, hneg]

/-- At fixed nonzero effective mass `m`, the g-factors `g` and `g'` give the same magnitude of
the fundamental spin factor exactly when `g' = ±g + 2n/m` for an integer `n`. -/
theorem g_ambiguity_of_amplitude (g g' m : ℝ) (hm : m ≠ 0) :
    |spinFactor (spinSplitting g m) 1| = |spinFactor (spinSplitting g' m) 1| ↔
      ∃ n : ℤ, g' = g + 2 * n / m ∨ g' = -g + 2 * n / m := by
  rw [abs_fundamental_eq_iff]
  unfold spinSplitting
  constructor
  · rintro (⟨n, h⟩ | ⟨n, h⟩)
    · refine ⟨-n, Or.inl ?_⟩
      rw [← sub_eq_iff_eq_add', eq_div_iff hm]
      push_cast
      linear_combination (-2) * h
    · refine ⟨n, Or.inr ?_⟩
      rw [← sub_eq_iff_eq_add', eq_div_iff hm]
      linear_combination 2 * h
  · rintro ⟨n, h | h⟩ <;> rw [← sub_eq_iff_eq_add', eq_div_iff hm] at h
    · refine Or.inl ⟨-n, ?_⟩
      push_cast
      linear_combination (-1 / 2) * h
    · refine Or.inr ⟨n, ?_⟩
      linear_combination (1 / 2) * h

/-- At fixed nonzero effective mass `m`, the g-factors `g` and `g'` give the same spin factors,
signs included, in all harmonics exactly when `g' = ±g + 4n/m` for an integer `n`. -/
theorem g_ambiguity_of_all_harmonics (g g' m : ℝ) (hm : m ≠ 0) :
    (∀ p, spinFactor (spinSplitting g m) p = spinFactor (spinSplitting g' m) p) ↔
      ∃ n : ℤ, g' = g + 4 * n / m ∨ g' = -g + 4 * n / m := by
  constructor
  · intro hp
    -- the fundamental alone already restricts `g'`
    have h1 := hp 1
    simp only [spinFactor, spinSplitting, Nat.cast_one, Real.cos_eq_cos_iff] at h1
    obtain ⟨k, h | h⟩ := h1
    · refine ⟨k, Or.inl ?_⟩
      rw [← sub_eq_iff_eq_add', eq_div_iff hm]
      apply mul_left_cancel₀ Real.pi_ne_zero
      linear_combination 2 * h
    · refine ⟨k, Or.inr ?_⟩
      rw [← sub_eq_iff_eq_add', eq_div_iff hm]
      apply mul_left_cancel₀ Real.pi_ne_zero
      linear_combination 2 * h
  · rintro ⟨n, h | h⟩ p <;> rw [← sub_eq_iff_eq_add', eq_div_iff hm] at h <;>
      unfold spinFactor spinSplitting <;> rw [Real.cos_eq_cos_iff]
    · refine ⟨(p : ℤ) * n, Or.inl ?_⟩
      push_cast
      linear_combination (π * p / 2) * h
    · refine ⟨(p : ℤ) * n, Or.inr ?_⟩
      push_cast
      linear_combination (π * p / 2) * h

end

end SpinSplitOscillations
```

```lean
#print axioms SpinSplitOscillations.spinFactor_add_int
-- 'SpinSplitOscillations.spinFactor_add_int' depends on axioms: [propext, Classical.choice, Quot.sound]
#print axioms SpinSplitOscillations.abs_harmonics_eq
-- 'SpinSplitOscillations.abs_harmonics_eq' depends on axioms: [propext, Classical.choice, Quot.sound]
#print axioms SpinSplitOscillations.g_ambiguity_of_amplitude
-- 'SpinSplitOscillations.g_ambiguity_of_amplitude' depends on axioms: [propext, Classical.choice, Quot.sound]
#print axioms SpinSplitOscillations.g_ambiguity_of_all_harmonics
-- 'SpinSplitOscillations.g_ambiguity_of_all_harmonics' depends on axioms: [propext, Classical.choice, Quot.sound]
```

### Where the cosine identities enter the proof

`spinFactor_recurrence` writes the phases of harmonics $p+2$ and $p$ as that of $p+1$ plus or minus $\pi S$, then applies the addition theorems. In `harmonics_at_spin_zero`, the local statement `step` is the sign flip $R_{p+2}=-R_p$. The induction on $k$ carries the odd and even claims together, and each step uses one flip for each.

In `abs_fundamental_eq_iff`, the statement `key` replaces equal magnitudes by equal squares and then, through the double-angle formula, by equal values of $\cos2\pi S$ and $\cos2\pi S'$. `spinFactor_add_int` supplies the sign $(-1)^{pn}$. `abs_harmonics_eq` splits into the cases of integer difference and integer sum, removes that sign by taking absolute values, and in the second case also uses that the cosine is even.

The central Mathlib lemma is `Real.cos_eq_cos_iff`. It says that $\cos x=\cos y$ holds exactly when, for some integer $k$, either $y=2k\pi+x$ or $y=2k\pi-x$. This turns a trigonometric equation into two linear ones, the two branches that appear as $\pm$ in the derivation. What remains is to solve for $S$ or $g$. There `mul_left_cancel₀` cancels the common factor $\pi$, and `linear_combination` checks that the wanted equation is a stated multiple of the known one.

The same lemma works in both directions in `g_ambiguity_of_all_harmonics`. Going forward, only `hp 1`, the equality of the fundamentals, is used, and the lemma produces the integer. Going back, the proof must supply an integer for each harmonic, and it gives `(p : ℤ) * n`: the phase of harmonic $p$ winds $p$ times as often as that of the fundamental. This is why the higher harmonics add nothing to a signed fundamental.
